# The profile u(t) = tanh(ωt/2) satisfies u′ = (ω/2)(1 − u²)

The declaration states that, for any real ω and at every real t, the function u(t) = tanh(ωt/2) has derivative (ω/2)(1 − u(t)²). In physical terms, this smooth profile obeys a first-order equation of motion; no potential, action or boundary condition enters the statement, and ω need not be positive. The attempt first gets the derivative of tanh from the quotient sinh/cosh, then that of the inner function ωt/2. It joins the two by the chain rule and leaves `ring` to match the resulting derivative to the stated one.

In Lean, a first try:

```lean
import Mathlib

open Filter Topology Set

namespace CubicBounce

noncomputable section

/-- The profile `u = tanh(ω t / 2)` obeys `u' = (ω/2)(1 - u²)`. -/
theorem hasDerivAt_profile (ω t : ℝ) :
    HasDerivAt (fun s => Real.tanh (ω * s / 2))
      (ω / 2 * (1 - Real.tanh (ω * t / 2) ^ 2)) t := by
  have h1 : ∀ y, HasDerivAt Real.tanh (1 - Real.tanh y ^ 2) y := by
    intro y
    have hc : Real.cosh y ≠ 0 := (Real.cosh_pos y).ne'
    have e : Real.tanh = fun y => Real.sinh y / Real.cosh y :=
      funext Real.tanh_eq_sinh_div_cosh
    rw [Real.tanh_eq_sinh_div_cosh y, e]
    refine ((Real.hasDerivAt_sinh y).fun_div (Real.hasDerivAt_cosh y) hc).congr_deriv ?_
    rw [div_pow, eq_sub_iff_add_eq, ← add_div, div_eq_one_iff_eq (pow_ne_zero 2 hc)]
    ring
  have h2 : HasDerivAt (fun s => ω * s / 2) (ω / 2) t :=
    (((hasDerivAt_id' t).const_mul ω).div_const 2).congr_deriv (by ring)
  exact ((h1 (ω * t / 2)).comp t h2).congr_deriv (by ring)

end

end CubicBounce
```

Compiling this gives:

```
Try this:
  [apply] ring_nf
  
  The `ring` tactic failed to close the goal. Use `ring_nf` to obtain a normal form.
    
  Note that `ring` works primarily in *commutative* rings. If you have a noncommutative ring, abelian group or module, consider using `noncomm_ring`, `abel` or `module` instead.
Main.lean:24:50: error: unsolved goals
ω t : ℝ
h1 : ∀ (y : ℝ), HasDerivAt Real.tanh (1 - Real.tanh y ^ 2) y
h2 : HasDerivAt (fun s => ω * s / 2) (ω / 2) t
⊢ ω * (1 / 2) + ω * Real.tanh (ω * t * (1 / 2)) ^ 2 * (-1 / 2) = ?m.255
```

After these edits no error is left:

```diff
@@ -22,5 +22,9 @@
   have h2 : HasDerivAt (fun s => ω * s / 2) (ω / 2) t :=
     (((hasDerivAt_id' t).const_mul ω).div_const 2).congr_deriv (by ring)
-  exact ((h1 (ω * t / 2)).comp t h2).congr_deriv (by ring)
+  have h3 : HasDerivAt (Real.tanh ∘ fun s => ω * s / 2)
+      ((1 - Real.tanh (ω * t / 2) ^ 2) * (ω / 2)) t :=
+    HasDerivAt.comp t (h1 (ω * t / 2)) h2
+  rw [mul_comm (ω / 2)]
+  exact h3
 
 end
```

Diagnosis. The error is at the last `by ring`. Its goal has the chain-rule derivative on the left, but only the metavariable `?m.255` on the right: the stated derivative had not been filled in when `ring` ran. `ring` therefore had no definite identity to prove. The suggested `ring_nf` is no cure, since normalising the left side cannot supply the right.

The messages do not show why the value was missing. One possible obstacle is that `comp` gives the function as `Real.tanh ∘ fun s => ω * s / 2`, whereas the theorem writes it as a single `fun`.

The repair drops `congr_deriv` here. `h3` states the composed function and its derivative in full, with the factors in the order the chain rule gives, so nothing is left to infer. `rw [mul_comm (ω / 2)]` puts the goal's factors in that same order. `exact h3` then closes it, because the two ways of writing the function are equal by definition.
